# Finitely many independent fragments with convex energies share a fixed number of electrons optimally exactly when they have a common chemical potential

## Two fragments that refuse to exchange charge

Take two non-interacting fragments with convex energies, each at an electron number where its energy has a kink. Near the kink, removing electrons from fragment $a$ costs $I_a$ per electron, and adding electrons gains $A_a$ per electron. These play the parts of ionisation energy and electron affinity. In eV, let
$$I_1=10,\quad A_1=1,\qquad I_2=13,\quad A_2=3 .$$

Moving a small amount $d>0$ from fragment 1 to fragment 2 changes the energy by $(10-3)d=7d$. Moving it the other way changes it by $(13-1)d=12d$. Both are positive, so neither transfer pays, although neither energy has a derivative at its kink and there are no derivatives to equate.

What the fragments do share is a slope. A line through the kink of fragment 1 stays below its energy curve if its slope lies in $[-10,-1]$; for fragment 2 the interval is $[-13,-3]$. Every $\mu\in[-10,-3]$ serves both. If fragment 2 were instead a cation with $I_2=24$ and $A_2=11$, the second interval would be $[-24,-11]$, no common slope would exist, and moving $d$ from 1 to 2 would lower the energy by $d$.

## Supporting slopes as chemical potentials

Let $a$ run over a finite set of fragments with convex energies $E_a:\mathbb R\to\mathbb R$ and occupations $N_a$. The occupations are optimal if $\sum_a E_a(N_a)\le\sum_a E_a(M_a)$ for all real $M_a$ with $\sum_a M_a=\sum_a N_a$. The theorem says that this holds if and only if there is one $\mu$ with
$$E_a(x)\ge E_a(N_a)+\mu(x-N_a)\quad\text{for all } a \text{ and } x .$$

In Lean, the finite type `ι` labels the fragments, `E : ι → ℝ → ℝ` holds their energies and `N : ι → ℝ` their occupations. `IsOptimal E N` is the minimisation, and `IsChemicalPotential f n μ` says that the line of slope `μ` through `(n, f n)` lies nowhere above `f`. The sign convention is $\mu=dE/dN$ where the derivative exists. The main theorem is `isOptimal_iff_common_chemicalPotential`.

Convexity, `ConvexOn ℝ Set.univ (E a)`, is assumed. It implies that each further electron is bound no more strongly than the one before. Occupations range over all reals, so the constraint $N_a\ge0$ is absent. Each energy depends only on its own fragment's occupation. Interactions between fragments are therefore not part of the model, and neither is the condition, used in partition schemes, that fragment densities add up to a molecular density.

## From a small transfer to a common slope

**Weighted convexity.** Let $f$ be convex, $s,t>0$ and $(s+t)z=sx+ty$. Convexity with weights $s/(s+t)$ and $t/(s+t)$, multiplied by $s+t$, gives
$$(s+t)f(z)\le s f(x)+t f(y).$$

**Removal against addition.** Let $N$ be optimal. For all fragments $a,b$ and all $s,t>0$,
$$\frac{E_a(N_a)-E_a(N_a-s)}{s}\le\frac{E_b(N_b+t)-E_b(N_b)}{t}. \tag{1}$$

If $a=b$, use $(s+t)N_a=s(N_a+t)+t(N_a-s)$ in the weighted inequality and rearrange.

If $a\ne b$, move $d=st/(s+t)$ from $a$ to $b$. Since
$$(s+t)(N_a-d)=sN_a+t(N_a-s),\qquad (s+t)(N_b+d)=s(N_b+t)+tN_b,$$
optimality and convexity give
$$\begin{aligned}
(s+t)\,[E_a(N_a)+E_b(N_b)]&\le (s+t)\,[E_a(N_a-d)+E_b(N_b+d)]\\
&\le sE_a(N_a)+tE_a(N_a-s)+sE_b(N_b+t)+tE_b(N_b).
\end{aligned}$$
Cancelling leaves $t[E_a(N_a)-E_a(N_a-s)]\le s[E_b(N_b+t)-E_b(N_b)]$, which is (1) after division by $st$.

**The common $\mu$.** With at least one fragment, the removal slopes form a non-empty set, bounded above by any addition slope. Let $\mu$ be its supremum.

- For $x<N_a$, take $s=N_a-x$. The removal slope is at most $\mu$, so $E_a(N_a)-E_a(x)\le\mu(N_a-x)$.
- For $x>N_a$, take $t=x-N_a$. By (1) the addition slope is at least $\mu$, so $E_a(x)-E_a(N_a)\ge\mu(x-N_a)$.
- For $x=N_a$ there is equality.

With no fragments, any $\mu$ will do.

**The converse.** Put $x=M_a$ in the supporting inequalities and sum:
$$\sum_a E_a(M_a)\ge\sum_a E_a(N_a)+\mu\Big(\sum_a M_a-\sum_a N_a\Big).$$
At equal totals the last term vanishes, so $N$ is optimal. This direction needs no convexity, and the bound also holds when the total changes.

## Derivatives and kinks

If $f$ has derivative $m$ at $n$ and $\mu$ is a chemical potential there, then $f(x)-\mu x$ has a minimum at $n$, hence $m=\mu$. Optimal fragments that are differentiable at their occupations therefore have equal derivatives.

Conversely, a single convex fragment at fixed total has only one allowed occupation, which is trivially optimal. The theorem then gives it a supporting slope, which must be its derivative. If all derivatives agree, this slope is common and the occupations are optimal.

For the kinked energy
$$K(x)=E_0+\max\{-I(x-n),\,-A(x-n)\},\qquad A\le I,$$
the points $x=n-1$ and $x=n+1$ force $-I\le\mu$ and $\mu\le-A$. These bounds suffice: $\mu(x-n)\le-I(x-n)$ for $x\le n$, and $\mu(x-n)\le-A(x-n)$ for $x\ge n$. The assumption $A\le I$ means that taking an electron from one copy of the fragment and giving it to another does not release energy.

As a maximum of two affine functions, $K$ is convex. So a set of such fragments, all at their kinks, is optimal exactly when the intervals $[-I_a,-A_a]$ share a point. If they do, $-I_a\le\mu\le-A_b$ gives $A_b\le I_a$ for all $a,b$. If those inequalities hold and there is at least one fragment, $\mu=-\max_b A_b$ lies in every interval; with no fragments, any $\mu$ will do.

## Stopping a charge-transfer loop

A program that optimises fragment occupations may shift electrons from high to low chemical potential and stop when the values agree. At a kink, a one-sided slope returns $-I_a$ or $-A_a$ depending on the side, so the values may never agree even at the optimum. For the piecewise linear model with every fragment at its kink, the appropriate test is
$$\max_a(-I_a)\le\min_b(-A_b).$$
In the opening example it reads $-10\le-3$, and the loop should stop. For general convex energies, finite differences that violate (1) for some $s,t$ show that the occupations are not optimal.

## The Lean file

```lean
import Mathlib

open Finset

namespace ChemicalPotentialEqualisation

noncomputable section

variable {ι : Type*} [Fintype ι]

/-- The sum of the fragment energies `E a` at the occupations `N a`. -/
def totalEnergy (E : ι → ℝ → ℝ) (N : ι → ℝ) : ℝ := ∑ a, E a (N a)

/-- The occupations `N` minimise the sum of fragment energies among all real occupations
with the same total. -/
def IsOptimal (E : ι → ℝ → ℝ) (N : ι → ℝ) : Prop :=
  ∀ M : ι → ℝ, ∑ a, M a = ∑ a, N a → totalEnergy E N ≤ totalEnergy E M

/-- `μ` is a chemical potential of the energy curve `f` at occupation `n`: the line of slope `μ`
through the point `(n, f n)` lies nowhere above the curve. -/
def IsChemicalPotential (f : ℝ → ℝ) (n μ : ℝ) : Prop :=
  ∀ x, f n + μ * (x - n) ≤ f x

/-- The energy of a fragment that costs `I` per electron removed from the occupation `n` and
gains `A` per electron added to it, when `A ≤ I`. -/
def kinkEnergy (E₀ n I A x : ℝ) : ℝ := E₀ + max (-I * (x - n)) (-A * (x - n))

/-- Convexity with unnormalised positive weights: the energy at the weighted mean occupation is
at most the weighted mean energy. -/
theorem convex_weighted {f : ℝ → ℝ} (hf : ConvexOn ℝ Set.univ f) {s t x y z : ℝ}
    (hs : 0 < s) (ht : 0 < t) (hz : (s + t) * z = s * x + t * y) :
    (s + t) * f z ≤ s * f x + t * f y := by
  have hst : 0 < s + t := add_pos hs ht
  have hne : s + t ≠ 0 := hst.ne'
  have h := hf.2 (Set.mem_univ x) (Set.mem_univ y) (div_pos hs hst).le (div_pos ht hst).le
    (by rw [← add_div, div_self hne])
  simp only [smul_eq_mul] at h
  have e : s / (s + t) * x + t / (s + t) * y = z := by
    have e' : s / (s + t) * x + t / (s + t) * y = (s * x + t * y) / (s + t) := by ring
    rw [e', ← hz, mul_div_cancel_left₀ _ hne]
  rw [e] at h
  calc (s + t) * f z ≤ (s + t) * (s / (s + t) * f x + t / (s + t) * f y) :=
        mul_le_mul_of_nonneg_left h hst.le
    _ = s * f x + t * f y := by field_simp

/-- At optimal occupations of convex fragments, the energy slope for removing any amount `s` from
one fragment is at most the slope for adding any amount `t` to the same or another fragment. -/
theorem removal_slope_le_addition_slope {E : ι → ℝ → ℝ} {N : ι → ℝ}
    (hE : ∀ a, ConvexOn ℝ Set.univ (E a)) (h : IsOptimal E N) (a b : ι) {s t : ℝ}
    (hs : 0 < s) (ht : 0 < t) :
    (E a (N a) - E a (N a - s)) / s ≤ (E b (N b + t) - E b (N b)) / t := by
  classical
  rw [div_le_div_iff₀ hs ht]
  have hst : 0 < s + t := add_pos hs ht
  by_cases hab : a = b
  · -- within one fragment this is convexity
    rw [← hab]
    have hc := convex_weighted (hE a) (x := N a + t) (y := N a - s) (z := N a) hs ht (by ring)
    linarith
  · -- transfer the amount d from a to b
    obtain ⟨d, hd⟩ : ∃ d : ℝ, (s + t) * d = s * t := ⟨s * t / (s + t), by field_simp⟩
    obtain ⟨M, hM⟩ : ∃ M : ι → ℝ, M = fun c =>
        if c = a then N a - d else if c = b then N b + d else N c := ⟨_, rfl⟩
    have key : ∀ F : ι → ℝ → ℝ, ∑ c, F c (M c) = ∑ c, F c (N c)
        + (F a (N a - d) - F a (N a)) + (F b (N b + d) - F b (N b)) := by
      intro F
      have hp : ∀ c, F c (M c) = F c (N c)
          + (if c = a then F a (N a - d) - F a (N a) else 0)
          + (if c = b then F b (N b + d) - F b (N b) else 0) := by
        intro c
        by_cases ha : c = a
        · rw [ha]
          simp [hM, hab]
        · by_cases hb : c = b
          · rw [hb]
            simp [hM, Ne.symm hab]
          · simp [hM, ha, hb]
      rw [Finset.sum_congr rfl (fun c _ => hp c)]
      simp only [Finset.sum_add_distrib, Finset.sum_ite_eq', Finset.mem_univ, ↓reduceIte]
    have hsum : ∑ c, M c = ∑ c, N c + ((N a - d) - N a) + ((N b + d) - N b) :=
      key (fun _ x => x)
    have hmin := h M (by linarith)
    unfold totalEnergy at hmin
    rw [key E] at hmin
    have hA := convex_weighted (hE a) (x := N a) (y := N a - s) (z := N a - d) hs ht
      (by linear_combination -hd)
    have hB := convex_weighted (hE b) (x := N b + t) (y := N b) (z := N b + d) hs ht
      (by linear_combination hd)
    have hmul := mul_le_mul_of_nonneg_left
      (show E a (N a) + E b (N b) ≤ E a (N a - d) + E b (N b + d) by linarith) hst.le
    linarith

/-- A chemical potential shared by all fragments bounds the total energy from below by a line in
the total occupation, also when that total changes. -/
theorem total_energy_support {E : ι → ℝ → ℝ} {N : ι → ℝ} {μ : ℝ}
    (h : ∀ a, IsChemicalPotential (E a) (N a) μ) (M : ι → ℝ) :
    totalEnergy E N + μ * (∑ a, M a - ∑ a, N a) ≤ totalEnergy E M := by
  have hs : ∑ a, (E a (N a) + μ * (M a - N a)) ≤ ∑ a, E a (M a) :=
    Finset.sum_le_sum (fun a _ => h a (M a))
  rw [Finset.sum_add_distrib, ← Finset.mul_sum, Finset.sum_sub_distrib] at hs
  exact hs

/-- Chemical-potential equalisation: occupations of finitely many convex fragments minimise the
total energy at fixed total occupation if and only if one `μ` is a chemical potential of every
fragment. -/
theorem isOptimal_iff_common_chemicalPotential {E : ι → ℝ → ℝ} {N : ι → ℝ}
    (hE : ∀ a, ConvexOn ℝ Set.univ (E a)) :
    IsOptimal E N ↔ ∃ μ, ∀ a, IsChemicalPotential (E a) (N a) μ := by
  constructor
  · intro h
    rcases isEmpty_or_nonempty ι with hι | ⟨⟨a₀⟩⟩
    · exact ⟨0, fun a => isEmptyElim a⟩
    -- μ is the supremum of all removal slopes
    obtain ⟨S, hS⟩ : ∃ S : Set ℝ, S = {m | ∃ a s, 0 < s ∧
        m = (E a (N a) - E a (N a - s)) / s} := ⟨_, rfl⟩
    have hub : ∀ b t, 0 < t → ∀ m ∈ S, m ≤ (E b (N b + t) - E b (N b)) / t := by
      intro b t ht m hm
      rw [hS] at hm
      obtain ⟨a, s, hs, rfl⟩ := hm
      exact removal_slope_le_addition_slope hE h a b hs ht
    have hne : S.Nonempty := by
      rw [hS]
      exact ⟨_, a₀, 1, one_pos, rfl⟩
    refine ⟨sSup S, fun a x => ?_⟩
    rcases lt_trichotomy x (N a) with hx | hx | hx
    · have hpos : 0 < N a - x := sub_pos.mpr hx
      have hl : (E a (N a) - E a (N a - (N a - x))) / (N a - x) ≤ sSup S :=
        le_csSup ⟨_, hub a₀ 1 one_pos⟩ (by rw [hS]; exact ⟨a, N a - x, hpos, rfl⟩)
      rw [sub_sub_cancel, div_le_iff₀ hpos] at hl
      linarith
    · rw [hx]
      simp
    · have hpos : 0 < x - N a := sub_pos.mpr hx
      have hr := csSup_le hne (hub a (x - N a) hpos)
      rw [add_sub_cancel, le_div_iff₀ hpos] at hr
      linarith
  · rintro ⟨μ, hμ⟩ M hM
    have hs := total_energy_support hμ M
    rwa [hM, sub_self, mul_zero, add_zero] at hs

/-- Where the energy curve is differentiable, a chemical potential equals the derivative. -/
theorem chemicalPotential_eq_deriv {f : ℝ → ℝ} {n μ m : ℝ}
    (h : IsChemicalPotential f n μ) (hf : HasDerivAt f m n) : μ = m := by
  have hmin : IsLocalMin (fun x => f x - μ * x) n := Filter.Eventually.of_forall (fun x => by
    have hx := h x
    show f n - μ * n ≤ f x - μ * x
    linarith)
  have h0 := hmin.hasDerivAt_eq_zero (hf.fun_sub ((hasDerivAt_id' n).const_mul μ))
  linarith

/-- For convex fragments differentiable at their occupations, these are optimal if and only if
the derivatives of all fragment energies there are equal. -/
theorem isOptimal_iff_equal_derivs {E : ι → ℝ → ℝ} {N m : ι → ℝ}
    (hE : ∀ a, ConvexOn ℝ Set.univ (E a)) (hd : ∀ a, HasDerivAt (E a) (m a) (N a)) :
    IsOptimal E N ↔ ∀ a b, m a = m b := by
  rw [isOptimal_iff_common_chemicalPotential hE]
  constructor
  · rintro ⟨μ, hμ⟩ a b
    rw [← chemicalPotential_eq_deriv (hμ a) (hd a), ← chemicalPotential_eq_deriv (hμ b) (hd b)]
  · intro hm
    rcases isEmpty_or_nonempty ι with hι | ⟨⟨a₀⟩⟩
    · exact ⟨0, fun a => isEmptyElim a⟩
    refine ⟨m a₀, fun a => ?_⟩
    -- a fragment on its own is optimal, so it has a chemical potential
    have hone : IsOptimal (fun _ : Unit => E a) (fun _ => N a) := by
      intro M hM
      have h0 : M () = N a := by simpa using hM
      simp [totalEnergy, h0]
    obtain ⟨ν, hν⟩ := (isOptimal_iff_common_chemicalPotential (fun _ => hE a)).1 hone
    have hνa : IsChemicalPotential (E a) (N a) ν := hν ()
    rwa [chemicalPotential_eq_deriv hνa (hd a), hm a a₀] at hνa

/-- For `A ≤ I`, the chemical potentials at the kink of the piecewise linear energy are exactly
the numbers from `-I` to `-A`. -/
theorem kink_chemicalPotential_iff {E₀ n I A μ : ℝ} (hAI : A ≤ I) :
    IsChemicalPotential (kinkEnergy E₀ n I A) n μ ↔ -I ≤ μ ∧ μ ≤ -A := by
  have e0 : kinkEnergy E₀ n I A n = E₀ := by simp [kinkEnergy]
  constructor
  · intro h
    have e1 : kinkEnergy E₀ n I A (n - 1) = E₀ + I := by
      unfold kinkEnergy
      rw [max_eq_left (by linarith)]
      ring
    have e2 : kinkEnergy E₀ n I A (n + 1) = E₀ - A := by
      unfold kinkEnergy
      rw [max_eq_right (by linarith)]
      ring
    have h1 := h (n - 1)
    have h2 := h (n + 1)
    rw [e0, e1] at h1
    rw [e0, e2] at h2
    constructor <;> linarith
  · rintro ⟨h1, h2⟩ x
    rw [e0]
    unfold kinkEnergy
    rcases le_total x n with hx | hx
    · have hl := le_max_left (-I * (x - n)) (-A * (x - n))
      nlinarith [mul_nonneg (sub_nonneg.mpr h1) (sub_nonneg.mpr hx)]
    · have hr := le_max_right (-I * (x - n)) (-A * (x - n))
      nlinarith [mul_nonneg (sub_nonneg.mpr h2) (sub_nonneg.mpr hx)]

/-- The piecewise linear fragment energy is convex. -/
theorem kinkEnergy_convex (E₀ n I A : ℝ) : ConvexOn ℝ Set.univ (kinkEnergy E₀ n I A) := by
  refine ⟨convex_univ, fun x _ y _ p q hp hq hpq => ?_⟩
  obtain rfl : q = 1 - p := by linarith
  simp only [smul_eq_mul, kinkEnergy]
  have h1 := mul_le_mul_of_nonneg_left (le_max_left (-I * (x - n)) (-A * (x - n))) hp
  have h2 := mul_le_mul_of_nonneg_left (le_max_right (-I * (x - n)) (-A * (x - n))) hp
  have h3 := mul_le_mul_of_nonneg_left (le_max_left (-I * (y - n)) (-A * (y - n))) hq
  have h4 := mul_le_mul_of_nonneg_left (le_max_right (-I * (y - n)) (-A * (y - n))) hq
  have hmax : max (-I * (p * x + (1 - p) * y - n)) (-A * (p * x + (1 - p) * y - n))
      ≤ p * max (-I * (x - n)) (-A * (x - n))
        + (1 - p) * max (-I * (y - n)) (-A * (y - n)) :=
    max_le (by linarith) (by linarith)
  linarith

/-- Piecewise linear fragments with `A a ≤ I a` are optimally occupied with every fragment at its
kink if and only if no fragment's affinity exceeds any fragment's ionisation energy. -/
theorem kinks_optimal_iff {E₀ n I A : ι → ℝ} (hAI : ∀ a, A a ≤ I a) :
    IsOptimal (fun a => kinkEnergy (E₀ a) (n a) (I a) (A a)) n ↔ ∀ a b, A b ≤ I a := by
  rw [isOptimal_iff_common_chemicalPotential (fun a => kinkEnergy_convex _ _ _ _)]
  constructor
  · rintro ⟨μ, hμ⟩ a b
    have ha := (kink_chemicalPotential_iff (hAI a)).1 (hμ a)
    have hb := (kink_chemicalPotential_iff (hAI b)).1 (hμ b)
    linarith [ha.1, hb.2]
  · intro h
    rcases isEmpty_or_nonempty ι with hι | hι
    · exact ⟨0, fun a => isEmptyElim a⟩
    -- the largest affinity fixes an admissible μ
    obtain ⟨b, hb⟩ := Finite.exists_max A
    exact ⟨-A b, fun a => (kink_chemicalPotential_iff (hAI a)).2
      ⟨neg_le_neg (h a b), neg_le_neg (hb a)⟩⟩

end

end ChemicalPotentialEqualisation
```

```lean
#print axioms ChemicalPotentialEqualisation.isOptimal_iff_common_chemicalPotential
#print axioms ChemicalPotentialEqualisation.isOptimal_iff_equal_derivs
#print axioms ChemicalPotentialEqualisation.kinks_optimal_iff
```

```
'ChemicalPotentialEqualisation.isOptimal_iff_common_chemicalPotential' depends on axioms: [propext, Classical.choice, Quot.sound]
'ChemicalPotentialEqualisation.isOptimal_iff_equal_derivs' depends on axioms: [propext, Classical.choice, Quot.sound]
'ChemicalPotentialEqualisation.kinks_optimal_iff' depends on axioms: [propext, Classical.choice, Quot.sound]
```

## Where the Lean proof does its work

`convex_weighted` is the weighted inequality. `removal_slope_le_addition_slope` is (1), with the cases $a=b$ and $a\ne b$ split by `by_cases`. In the second case `M` is the occupation after the transfer. The identity `key` says how a sum over fragments changes when only `a` and `b` change. It is stated for an arbitrary `F` and used twice: with the identity function it shows that the total occupation is conserved, and with `E` it gives the energy change. The two `linear_combination` steps check the weighted means for $N_a-d$ and $N_b+d$, and `linarith` does the final cancellation.

In the main theorem, `S` is the set of removal slopes and `sSup S` is $\mu$. `le_csSup` handles $x<N_a$ and `csSup_le` handles $x>N_a$. The converse is `total_energy_support` at equal totals.

`chemicalPotential_eq_deriv` applies the vanishing of the derivative at a local minimum to $f(x)-\mu x$. `isOptimal_iff_equal_derivs` obtains the supporting slope of a single fragment by applying the main theorem with `Unit` as the index type.

`kink_chemicalPotential_iff` evaluates the energy at `n - 1` and `n + 1` for the necessary bounds, then treats the two sides of the kink separately. `kinkEnergy_convex` bounds each branch of the maximum. `kinks_optimal_iff` combines these results, with `Finite.exists_max` supplying the largest affinity.
